# Ellipticity keeps Stroh eigenvalues off the real axis

Let Q, R and T be real n×n matrices, with T positive definite and

P(s) = Q + s(R + Rᵀ) + s²T

symmetric positive definite for every real s. Then the complex eigenvalues of the Stroh matrix

N = [ −T⁻¹Rᵀ , T⁻¹ ; RT⁻¹Rᵀ − Q , −RT⁻¹ ]

(block rows separated by a semicolon) are exactly the roots of det P(p) = 0, and none of them is real. Counted with multiplicity, n of the 2n eigenvalues lie in the upper half plane.

## From equilibrium to an eigenvalue problem

Take a homogeneous, linearly elastic crystal with stiffness C_ijkl, and a static displacement that depends on position x only through X = m·x and Y = q·x, where m and q are independent directions. Try

u = a f(X + pY),

with a constant amplitude a, a complex number p and an analytic function f. The physical displacement is the real part of u, which satisfies the same linear equations because the stiffness is real. Define, with sums over j and l,

Q_ik = C_ijkl m_j m_l, R_ik = C_ijkl m_j q_l, T_ik = C_ijkl q_j q_l.

The major symmetry C_ijkl = C_klij gives (Rᵀ)_ik = C_ijkl q_j m_l. The stress σ_ij = C_ijkl ∂u_k/∂x_l (Hooke's law, using the minor symmetry C_ijkl = C_ijlk), contracted with m or q on its second index, then satisfies

σm = (Q + pR)a f′, σq = (Rᵀ + pT)a f′.

Without body forces, equilibrium reads ∂(σm)/∂X + ∂(σq)/∂Y = 0, which is P(p)a = 0 when f″ is not identically zero. It also allows a stress function φ = b f(X + pY) with σq = ∂φ/∂X and σm = −∂φ/∂Y, so that

b = (Rᵀ + pT)a, −pb = (Q + pR)a.

Solving the first equation for pa, and inserting the result in the second, gives

pa = −T⁻¹Rᵀa + T⁻¹b,
pb = (RT⁻¹Rᵀ − Q)a − RT⁻¹b.

This is N(a,b) = p(a,b). Conversely, the first row returns b = (Rᵀ + pT)a, and the second then returns P(p)a = 0. Since a = 0 forces b = 0, every eigenvector has a nonzero displacement amplitude.

## Eliminating the stress function

Multiply p − N on the right by a block shear of determinant one:

[ p + T⁻¹Rᵀ , −T⁻¹ ; Q − RT⁻¹Rᵀ , p + RT⁻¹ ] · [ 1 , 0 ; Rᵀ + pT , 1 ] = [ 0 , −T⁻¹ ; P(p) , p + RT⁻¹ ].

The upper left block cancels. The lower left block is

Q − RT⁻¹Rᵀ + (p + RT⁻¹)(Rᵀ + pT) = Q + p(R + Rᵀ) + p²T.

A further multiplication by J = [ 0 , 1 ; −1 , 0 ], which also has determinant one, produces the block triangular matrix [ T⁻¹ , 0 ; −(p + RT⁻¹) , P(p) ]. Hence

det T · det(p − N) = det P(p).

As det T ≠ 0, the eigenvalues of N are the roots of det P. At a real argument s, positive definiteness gives det P(s) > 0, so no root is real.

The characteristic polynomial of N has real coefficients and degree 2n. Complex conjugation therefore maps its roots to themselves with their multiplicities, and exchanges the two half planes. With no root on the real axis, each half plane holds n.

## Where positivity comes from

For the matrices built from a stiffness tensor,

P(s)_ik = C_ijkl (m + sq)_j (m + sq)_l,

which is the acoustic tensor of the wave vector m + sq. Ellipticity is used here in the sense of strong ellipticity: the acoustic tensor is positive definite for every nonzero real wave vector; physically, all bulk plane waves have real, nonzero speeds. Independence of m and q ensures that neither m + sq nor q vanishes, so P(s) and T are both positive definite.

Within linear elasticity of a homogeneous crystal and fields varying in two dimensions, these eigenvalues enter the displacement fields of straight dislocations, which can serve as starting configurations for atomistic simulations.

## One displacement component

For n = 1 the matrices are numbers, and the hypotheses reduce to T > 0 and QT > R². The eigenvalues are

p = (−R ± i√(QT − R²))/T,

one in each half plane. This describes antiplane shear in a crystal whose symmetry decouples it from in-plane displacement, for instance when the plane normal to the displacement is a mirror plane, with Q = C₅₅, R = C₄₅ and T = C₄₄ in Voigt notation when m and q are the unit vectors along the first and second coordinate axes and the displacement is along the third. If Q decreases to R²/T with R and T > 0 fixed, the two eigenvalues meet at −R/T on the real axis, just as positivity is lost.

## The statements in Lean

`pencil` is P and `stroh` is N. The index type `n ⊕ n` labels displacement components followed by stress-function components, and `Sum.elim a b` is the stacked vector (a,b). `IsEigenvalue` asks for a nonzero vector multiplied by p, and `complexify` reads a real matrix entrywise as a complex one. For real matrices, `PosDef` includes symmetry.

`stroh_eigenvalues` contains the equivalence with det P(p) = 0 and the exclusion of real p. `stroh_upper_half_plane` counts the roots of the characteristic polynomial with positive imaginary part, with multiplicity. `crystal_stroh_upper_half_plane` replaces the two positivity hypotheses by major symmetry, ellipticity and independent directions. Its tensor uses the same index type for directions and displacement components, so independent m and q require n ≥ 2; the physical crystal has n = 3.

Ellipticity is assumed, not derived from a model of bonding. The count concerns algebraic multiplicity and doesn't supply 2n independent eigenvectors, which may fail to exist when eigenvalues coincide. Boundary conditions and dislocation fields are not treated.

```lean
import Mathlib

open Matrix

namespace StrohFormalism

noncomputable section

variable {n : Type*} [Fintype n] [DecidableEq n] {K : Type*} [Field K]

/-- The quadratic pencil `Q + p (R + Rᵀ) + p² T` of two-dimensional anisotropic elasticity. -/
def pencil (Q R T : Matrix n n K) (p : K) : Matrix n n K :=
  Q + p • (R + Rᵀ) + p ^ 2 • T

/-- The Stroh matrix, acting on pairs (displacement amplitude, stress-function amplitude). -/
def stroh (Q R T : Matrix n n K) : Matrix (n ⊕ n) (n ⊕ n) K :=
  fromBlocks (-(T⁻¹ * Rᵀ)) T⁻¹ (R * T⁻¹ * Rᵀ - Q) (-(R * T⁻¹))

/-- `p` is an eigenvalue of `A`: some nonzero vector is multiplied by `p`. -/
def IsEigenvalue {m : Type*} [Fintype m] (A : Matrix m m K) (p : K) : Prop :=
  ∃ v : m → K, v ≠ 0 ∧ A *ᵥ v = p • v

/-- A real matrix regarded as a complex one. -/
def complexify {m : Type*} (A : Matrix m m ℝ) : Matrix m m ℂ :=
  A.map Complex.ofRealHom

/-- For invertible `T`, the pair `(a, b)` solves the Stroh eigenvalue equation exactly when `a` is
annihilated by the pencil and `b = (Rᵀ + p T) a`. -/
theorem stroh_mulVec_iff (Q R T : Matrix n n K) (hT : IsUnit T.det) (p : K) (a b : n → K) :
    stroh Q R T *ᵥ Sum.elim a b = p • Sum.elim a b ↔
      b = (Rᵀ + p • T) *ᵥ a ∧ pencil Q R T p *ᵥ a = 0 := by
  have hr : T * T⁻¹ = 1 := mul_nonsing_inv T hT
  have hl : T⁻¹ * T = 1 := nonsing_inv_mul T hT
  have hN : stroh Q R T *ᵥ Sum.elim a b =
      Sum.elim (-((T⁻¹ * Rᵀ) *ᵥ a) + T⁻¹ *ᵥ b)
        ((R * T⁻¹ * Rᵀ) *ᵥ a - Q *ᵥ a - (R * T⁻¹) *ᵥ b) := by
    rw [stroh, fromBlocks_mulVec]
    simp only [Sum.elim_comp_inl, Sum.elim_comp_inr, neg_mulVec, sub_mulVec, ← sub_eq_add_neg]
  have hP : pencil Q R T p *ᵥ a =
      Q *ᵥ a + p • (R *ᵥ a + Rᵀ *ᵥ a) + p ^ 2 • (T *ᵥ a) := by
    simp only [pencil, add_mulVec, smul_mulVec]
  have hL : (Rᵀ + p • T) *ᵥ a = Rᵀ *ᵥ a + p • (T *ᵥ a) := by
    simp only [add_mulVec, smul_mulVec]
  -- the first block row, multiplied by `R`
  have hR : -((T⁻¹ * Rᵀ) *ᵥ a) + T⁻¹ *ᵥ b = p • a →
      -((R * T⁻¹ * Rᵀ) *ᵥ a) + (R * T⁻¹) *ᵥ b = p • (R *ᵥ a) := by
    intro h
    have h' := congrArg (fun v => R *ᵥ v) h
    simpa only [mulVec_add, mulVec_neg, mulVec_mulVec, mulVec_smul, ← Matrix.mul_assoc] using h'
  rw [hN, hP, hL]
  constructor
  · intro h
    have h1 : -((T⁻¹ * Rᵀ) *ᵥ a) + T⁻¹ *ᵥ b = p • a :=
      funext fun i => congrFun h (Sum.inl i)
    have h2 : (R * T⁻¹ * Rᵀ) *ᵥ a - Q *ᵥ a - (R * T⁻¹) *ᵥ b = p • b :=
      funext fun i => congrFun h (Sum.inr i)
    have h3 := congrArg (fun v => T *ᵥ v) h1
    simp only [mulVec_add, mulVec_neg, mulVec_mulVec, mulVec_smul, ← Matrix.mul_assoc, hr,
      Matrix.one_mul, one_mulVec] at h3
    have hb : b = Rᵀ *ᵥ a + p • (T *ᵥ a) := by
      rw [← h3]; abel
    have h4 := hR h1
    exact ⟨hb, by linear_combination (norm := module) -h2 - h4 - p • hb⟩
  · rintro ⟨hb, h0⟩
    have h3 := congrArg (fun v => T⁻¹ *ᵥ v) hb
    simp only [mulVec_add, mulVec_mulVec, mulVec_smul, hl, one_mulVec] at h3
    have h1 : -((T⁻¹ * Rᵀ) *ᵥ a) + T⁻¹ *ᵥ b = p • a := by
      rw [h3]; abel
    have h4 := hR h1
    have h2 : (R * T⁻¹ * Rᵀ) *ᵥ a - Q *ᵥ a - (R * T⁻¹) *ᵥ b = p • b := by
      linear_combination (norm := module) -h0 - h4 - p • hb
    rw [h1, h2]
    ext (i | i) <;> rfl

/-- For invertible `T`, the characteristic determinant of the Stroh matrix, times `det T`, is the
determinant of the pencil. -/
theorem det_stroh (Q R T : Matrix n n K) (hT : IsUnit T.det) (p : K) :
    T.det * (p • (1 : Matrix (n ⊕ n) (n ⊕ n) K) - stroh Q R T).det =
      (pencil Q R T p).det := by
  have hr : T * T⁻¹ = 1 := mul_nonsing_inv T hT
  have hl : T⁻¹ * T = 1 := nonsing_inv_mul T hT
  have hN : p • (1 : Matrix (n ⊕ n) (n ⊕ n) K) - stroh Q R T =
      fromBlocks (p • 1 + T⁻¹ * Rᵀ) (-T⁻¹) (Q - R * T⁻¹ * Rᵀ) (p • 1 + R * T⁻¹) := by
    rw [← fromBlocks_one, fromBlocks_smul, stroh, sub_eq_add_neg, fromBlocks_neg,
      fromBlocks_add]
    congr 1 <;> simp
  -- a block rotation is a product of three shears, so its determinant is one
  have hJ : (fromBlocks 0 1 (-1) 0 : Matrix (n ⊕ n) (n ⊕ n) K).det = 1 := by
    have h : (fromBlocks 0 1 (-1) 0 : Matrix (n ⊕ n) (n ⊕ n) K) =
        fromBlocks 1 1 0 1 * fromBlocks 1 0 (-1) 1 * fromBlocks 1 1 0 1 := by
      simp [fromBlocks_multiply]
    rw [h, det_mul, det_mul, det_fromBlocks_zero₂₁, det_fromBlocks_zero₁₂]
    simp
  -- eliminating the stress function leaves the pencil in one block
  have hE : fromBlocks (p • 1 + T⁻¹ * Rᵀ) (-T⁻¹) (Q - R * T⁻¹ * Rᵀ) (p • 1 + R * T⁻¹) *
      fromBlocks 1 0 (Rᵀ + p • T) 1 =
      fromBlocks 0 (-T⁻¹) (pencil Q R T p) (p • 1 + R * T⁻¹) := by
    have e1 : T⁻¹ * (Rᵀ + p • T) = T⁻¹ * Rᵀ + p • 1 := by
      rw [Matrix.mul_add, Matrix.mul_smul, hl]
    have e2 : (p • 1 + R * T⁻¹) * (Rᵀ + p • T) =
        p • (Rᵀ + p • T) + (R * T⁻¹ * Rᵀ + p • R) := by
      rw [Matrix.add_mul, Matrix.smul_mul, Matrix.one_mul, Matrix.mul_assoc R, e1,
        Matrix.mul_add, Matrix.mul_smul, Matrix.mul_one, Matrix.mul_assoc R]
    rw [fromBlocks_multiply, e2, Matrix.neg_mul, e1]
    simp only [Matrix.mul_one, Matrix.mul_zero, zero_add]
    congr 1
    · abel
    · unfold pencil; module
  have hF : fromBlocks 0 (-T⁻¹) (pencil Q R T p) (p • 1 + R * T⁻¹) * fromBlocks 0 1 (-1) 0 =
      fromBlocks T⁻¹ 0 (-(p • 1 + R * T⁻¹)) (pencil Q R T p) := by
    rw [fromBlocks_multiply]
    congr 1 <;> simp
  have hd := congrArg Matrix.det hF
  rw [← hE, det_mul, det_mul, hJ, det_fromBlocks_zero₁₂, det_fromBlocks_zero₁₂, det_one,
    mul_one, mul_one, mul_one] at hd
  rw [hN, hd, ← mul_assoc, ← det_mul, hr, det_one, one_mul]

/-- Eigenvalues are the zeros of the characteristic determinant. -/
theorem isEigenvalue_iff {m : Type*} [Fintype m] [DecidableEq m] (A : Matrix m m K) (p : K) :
    IsEigenvalue A p ↔ (p • (1 : Matrix m m K) - A).det = 0 := by
  rw [← exists_mulVec_eq_zero_iff]
  constructor
  · rintro ⟨v, hv, h⟩
    exact ⟨v, hv, by rw [sub_mulVec, smul_mulVec, one_mulVec, h, sub_self]⟩
  · rintro ⟨v, hv, h⟩
    rw [sub_mulVec, smul_mulVec, one_mulVec] at h
    exact ⟨v, hv, (sub_eq_zero.1 h).symm⟩

/-- For invertible `T`, building the Stroh matrix commutes with passing from real to complex
matrices. -/
theorem complexify_stroh (Q R T : Matrix n n ℝ) (hT : IsUnit T.det) :
    complexify (stroh Q R T) = stroh (complexify Q) (complexify R) (complexify T) := by
  have hi : (T.map Complex.ofRealHom)⁻¹ = T⁻¹.map Complex.ofRealHom := by
    apply inv_eq_right_inv
    rw [← Matrix.map_mul, mul_nonsing_inv T hT]
    exact Matrix.map_one _ (by simp) (by simp)
  unfold complexify stroh
  rw [hi, fromBlocks_map]
  congr 1 <;> ext i j <;> simp [Matrix.mul_apply]

/-- If `T` and the pencil at every real argument are positive definite, the complex eigenvalues
of the Stroh matrix are exactly the roots of the pencil's determinant, and none is real. -/
theorem stroh_eigenvalues (Q R T : Matrix n n ℝ) (hT : T.PosDef)
    (hP : ∀ s : ℝ, (pencil Q R T s).PosDef) (p : ℂ) :
    (IsEigenvalue (complexify (stroh Q R T)) p ↔
      (pencil (complexify Q) (complexify R) (complexify T) p).det = 0) ∧
    (IsEigenvalue (complexify (stroh Q R T)) p → p.im ≠ 0) := by
  have hdet : ∀ A : Matrix n n ℝ, (complexify A).det = (A.det : ℂ) := fun A =>
    (RingHom.map_det Complex.ofRealHom A).symm
  have hu : IsUnit T.det := hT.det_pos.ne'.isUnit
  have hne : (complexify T).det ≠ 0 := by
    rw [hdet]; exact_mod_cast hT.det_pos.ne'
  have key : IsEigenvalue (complexify (stroh Q R T)) p ↔
      (pencil (complexify Q) (complexify R) (complexify T) p).det = 0 := by
    rw [isEigenvalue_iff, complexify_stroh Q R T hu, ← det_stroh _ _ _ hne.isUnit p,
      mul_eq_zero, or_iff_right hne]
  refine ⟨key, fun h him => ?_⟩
  -- at a real argument the determinant of the pencil is positive
  obtain ⟨s, rfl⟩ : ∃ s : ℝ, p = s := ⟨p.re, Complex.ext (by simp) (by simp [him])⟩
  have hs : pencil (complexify Q) (complexify R) (complexify T) (s : ℂ) =
      complexify (pencil Q R T s) := by
    ext i j
    simp [pencil, complexify]
  have h0 := key.1 h
  rw [hs, hdet] at h0
  exact (hP s).det_pos.ne' (by exact_mod_cast h0)

/-- If `T` and the pencil at every real argument are positive definite, exactly `n` (the size of the
index type) of the complex Stroh eigenvalues, counted with multiplicity, lie in the upper half
plane. -/
theorem stroh_upper_half_plane (Q R T : Matrix n n ℝ) (hT : T.PosDef)
    (hP : ∀ s : ℝ, (pencil Q R T s).PosDef) :
    (complexify (stroh Q R T)).charpoly.roots.countP (fun p => 0 < p.im) =
      Fintype.card n := by
  have hreal : ∀ p ∈ (complexify (stroh Q R T)).charpoly.roots, p.im ≠ 0 := by
    intro p hp
    apply (stroh_eigenvalues Q R T hT hP p).2
    have h := (Polynomial.mem_roots'.1 hp).2
    rw [Polynomial.IsRoot.def, Matrix.eval_charpoly] at h
    rw [isEigenvalue_iff, Matrix.smul_one_eq_diagonal]
    exact h
  have hconj : (complexify (stroh Q R T)).charpoly.map (starRingEnd ℂ) =
      (complexify (stroh Q R T)).charpoly := by
    rw [← Matrix.charpoly_map]
    congr 1
    ext i j
    simp [complexify]
  have hcard : Multiset.card (complexify (stroh Q R T)).charpoly.roots =
      Fintype.card n + Fintype.card n := by
    rw [Polynomial.splits_iff_card_roots.1 (IsAlgClosed.splits _),
      Matrix.charpoly_natDegree_eq_dim, Fintype.card_sum]
  have hroots := Polynomial.Splits.roots_map
    (IsAlgClosed.splits (complexify (stroh Q R T)).charpoly) (starRingEnd ℂ)
  rw [hconj] at hroots
  generalize (complexify (stroh Q R T)).charpoly.roots = S at *
  -- conjugation exchanges the two half planes
  have hsym : S.countP (fun p => 0 < p.im) = S.countP (fun p => ¬ 0 < p.im) := by
    conv_lhs => rw [hroots]
    rw [Multiset.countP_map, Multiset.countP_eq_card_filter]
    congr 1
    apply Multiset.filter_congr
    intro x hx
    rw [Complex.conj_im, neg_pos, not_lt]
    exact ⟨le_of_lt, fun h => lt_of_le_of_ne h (hreal x hx)⟩
  have hsum := Multiset.card_eq_countP_add_countP (fun p : ℂ => 0 < p.im) S
  omega

/-- Contraction `∑ C i j k l u_j v_l` of a stiffness tensor with two directions; for `u = v` it is
the acoustic tensor. -/
def contraction (C : n → n → n → n → ℝ) (u v : n → ℝ) : Matrix n n ℝ :=
  Matrix.of fun i k => ∑ j, ∑ l, C i j k l * u j * v l

omit [DecidableEq n] in
/-- For a stiffness tensor with major symmetry, the pencil built from directions `m` and `q` is
the acoustic tensor of the wave vector `m + s q`. -/
theorem pencil_contraction (C : n → n → n → n → ℝ) (hC : ∀ i j k l, C i j k l = C k l i j)
    (m q : n → ℝ) (s : ℝ) :
    pencil (contraction C m m) (contraction C m q) (contraction C q q) s =
      contraction C (m + s • q) (m + s • q) := by
  have ht : (contraction C m q)ᵀ = contraction C q m := by
    ext i k
    simp only [transpose_apply, contraction, of_apply]
    rw [Finset.sum_comm]
    refine Finset.sum_congr rfl fun j _ => Finset.sum_congr rfl fun l _ => ?_
    rw [hC k l i j]
    ring
  rw [pencil, ht]
  ext i k
  simp only [contraction, Matrix.add_apply, Matrix.smul_apply, of_apply, smul_eq_mul,
    Pi.add_apply, Pi.smul_apply, Finset.mul_sum, ← Finset.sum_add_distrib]
  refine Finset.sum_congr rfl fun j _ => Finset.sum_congr rfl fun l _ => ?_
  ring

/-- If a stiffness tensor has major symmetry and its acoustic tensor is positive definite for every
nonzero wave vector, then for independent directions `m`, `q` exactly `n` Stroh eigenvalues, counted
with multiplicity, lie in the upper half plane. -/
theorem crystal_stroh_upper_half_plane (C : n → n → n → n → ℝ)
    (hC : ∀ i j k l, C i j k l = C k l i j)
    (hell : ∀ k : n → ℝ, k ≠ 0 → (contraction C k k).PosDef)
    (m q : n → ℝ) (hmq : LinearIndependent ℝ ![m, q]) :
    (complexify (stroh (contraction C m m) (contraction C m q)
      (contraction C q q))).charpoly.roots.countP (fun p => 0 < p.im) = Fintype.card n := by
  rw [LinearIndependent.pair_iff] at hmq
  apply stroh_upper_half_plane
  · apply hell
    intro h
    exact one_ne_zero (hmq 0 1 (by simp [h])).2
  · intro s
    rw [pencil_contraction C hC]
    apply hell
    intro h
    exact one_ne_zero (hmq 1 s (by rw [one_smul]; exact h)).1

end

end StrohFormalism
```

```lean
#print axioms StrohFormalism.stroh_mulVec_iff
-- 'StrohFormalism.stroh_mulVec_iff' depends on axioms: [propext, Classical.choice, Quot.sound]
#print axioms StrohFormalism.stroh_eigenvalues
-- 'StrohFormalism.stroh_eigenvalues' depends on axioms: [propext, Classical.choice, Quot.sound]
#print axioms StrohFormalism.crystal_stroh_upper_half_plane
-- 'StrohFormalism.crystal_stroh_upper_half_plane' depends on axioms: [propext, Classical.choice, Quot.sound]
```

## How the proof follows the algebra

`stroh_mulVec_iff` is the equivalence between the Stroh equation and the pair b = (Rᵀ + pT)a, P(p)a = 0. It splits the stacked equation into its two rows. Multiplying the first row by T gives b, and multiplying it by R gives the term needed in the second row; `linear_combination` then combines the vector equations. This lemma supplies the physical reading of the eigenvectors, while the eigenvalue theorems go through determinants.

`det_stroh` carries out the block elimination. Its step `hE` is the multiplication by the shear, `hF` the multiplication by J, and `hJ` obtains det J = 1 by writing J as a product of three shears. The determinants of the triangular matrices then give the identity.

`isEigenvalue_iff` turns a nonzero eigenvector into a vanishing characteristic determinant. `complexify_stroh` shows that constructing N commutes with passing to complex entries, including the inverse of T. In `stroh_eigenvalues`, these lemmas and `det_stroh` give the equivalence. If p had zero imaginary part, it would equal a real s, and the vanishing complex determinant would be the positive real number det P(s), a contradiction.

For the count, `hreal` excludes real roots, `hconj` records that the characteristic polynomial is unchanged by conjugation, and `hcard` gives 2n roots in total. `hsym` equates the number of roots in the upper half plane with the number of the remaining ones, and `omega` finishes the integer arithmetic.

`pencil_contraction` expands the acoustic tensor of m + sq and uses major symmetry to identify Rᵀ. The crystal theorem then applies ellipticity twice, to q for T and to m + sq for the pencil. In each case a zero wave vector would be a linear relation between m and q with a coefficient equal to one, which independence forbids.
